# A path with no transverse force need not have the lowest barrier

On the dimensionless energy surface $V(x,y)=(x^2+y^2-1)^2+y^2$, with force $F=-\nabla V$, the barrier of a path $\gamma:[0,1]\to\mathbb R^2$ is the highest energy attained along it. The path counts as converged if it has a nonzero tangent everywhere and $F$ has no component perpendicular to that tangent.

```lean
import Mathlib

open Real Set

namespace BandOnWrongPath

noncomputable section

/-- The model potential energy surface `(x² + y² - 1)² + y²`. -/
def V (p : ℝ × ℝ) : ℝ := (p.1 ^ 2 + p.2 ^ 2 - 1) ^ 2 + p.2 ^ 2

/-- The two Cartesian components of the force on the model surface. -/
def force (p : ℝ × ℝ) : ℝ × ℝ :=
  (-(4 * p.1 * (p.1 ^ 2 + p.2 ^ 2 - 1)),
   -(4 * p.2 * (p.1 ^ 2 + p.2 ^ 2 - 1) + 2 * p.2))

/-- A continuous path, parametrised by `[0, 1]`, from `(-1, 0)` to `(1, 0)`. -/
def Connects (γ : ℝ → ℝ × ℝ) : Prop :=
  ContinuousOn γ (Icc 0 1) ∧ γ 0 = (-1, 0) ∧ γ 1 = (1, 0)

/-- The highest energy attained along the path is `E`. -/
def HasBarrier (γ : ℝ → ℝ × ℝ) (E : ℝ) : Prop :=
  IsGreatest ((fun t => V (γ t)) '' Icc 0 1) E

/-- At every point the path has a nonzero tangent `(u, v)`, and the force has no component
perpendicular to it. -/
def Converged (γ : ℝ → ℝ × ℝ) : Prop :=
  ∀ t ∈ Icc (0 : ℝ) 1, ∃ u v : ℝ,
    HasDerivAt (fun s => (γ s).1) u t ∧ HasDerivAt (fun s => (γ s).2) v t ∧
    0 < u ^ 2 + v ^ 2 ∧ (force (γ t)).1 * v - (force (γ t)).2 * u = 0

/-- The straight segment from `(-1, 0)` to `(1, 0)`. -/
def straight (t : ℝ) : ℝ × ℝ := (2 * t - 1, 0)

/-- The path along the ellipse `x² + 2y² = 1`, starting at `(-1, 0)`. -/
def ellipse (t : ℝ) : ℝ × ℝ := (-Real.cos (π * t), √2 / 2 * Real.sin (π * t))

/-- The force components are minus the partial derivatives of the energy. -/
theorem force_eq_neg_gradient (p : ℝ × ℝ) :
    HasDerivAt (fun x => V (x, p.2)) (-(force p).1) p.1 ∧
    HasDerivAt (fun y => V (p.1, y)) (-(force p).2) p.2 := by
  constructor
  · have h := (((((hasDerivAt_id' p.1).fun_pow 2).add_const (p.2 ^ 2)).sub_const 1).fun_pow
      2).add_const (p.2 ^ 2)
    exact h.congr_deriv (by
      simp only [force, Nat.cast_ofNat, Nat.reduceSub, pow_one]
      ring)
  · have h := (((((hasDerivAt_id' p.2).fun_pow 2).const_add (p.1 ^ 2)).sub_const 1).fun_pow
      2).fun_add ((hasDerivAt_id' p.2).fun_pow 2)
    exact h.congr_deriv (by
      simp only [force, Nat.cast_ofNat, Nat.reduceSub, pow_one]
      ring)

/-- The energy is nowhere negative, and it is zero exactly at `(-1, 0)` and `(1, 0)`. -/
theorem global_minima (x y : ℝ) :
    0 ≤ V (x, y) ∧ (V (x, y) = 0 ↔ (x, y) = (-1, 0) ∨ (x, y) = (1, 0)) := by
  refine ⟨by unfold V; positivity, ?_, ?_⟩
  · intro h
    simp only [V] at h
    -- both squares must vanish
    have hy2 : y ^ 2 = 0 := by
      nlinarith [sq_nonneg (x ^ 2 + y ^ 2 - 1), sq_nonneg y]
    have hy : y = 0 := (pow_eq_zero_iff two_ne_zero).1 hy2
    have hs : (x ^ 2 + y ^ 2 - 1) ^ 2 = 0 := by linarith
    have hr : x ^ 2 + y ^ 2 - 1 = 0 := (pow_eq_zero_iff two_ne_zero).1 hs
    have hx : (x + 1) * (x - 1) = 0 := by linear_combination hr - hy2
    rcases mul_eq_zero.1 hx with h1 | h1
    · left
      rw [hy, show x = -1 by linarith]
    · right
      rw [hy, show x = 1 by linarith]
  · rintro (h | h) <;> rw [h] <;> norm_num [V]

/-- The straight segment has no transverse force anywhere, and its barrier is 1. -/
theorem straight_converged : Converged straight ∧ HasBarrier straight 1 := by
  refine ⟨?_, ⟨1 / 2, by constructor <;> norm_num, by norm_num [V, straight]⟩, ?_⟩
  · intro t _
    refine ⟨2, 0, ?_, hasDerivAt_const t (0 : ℝ), by norm_num, by simp [force, straight]⟩
    exact (((hasDerivAt_id' t).const_mul 2).sub_const 1).congr_deriv (by norm_num)
  · rintro _ ⟨t, ht, rfl⟩
    have a : 0 ≤ t * (1 - t) := mul_nonneg ht.1 (sub_nonneg.2 ht.2)
    have b : t * (1 - t) ≤ 1 / 4 := by nlinarith [sq_nonneg (2 * t - 1)]
    have e : V (straight t) = 16 * (t * (1 - t)) ^ 2 := by
      simp only [V, straight]
      ring
    change V (straight t) ≤ 1
    rw [e]
    nlinarith [mul_nonneg a (sub_nonneg.2 b)]

/-- The energy at the midpoint of the straight segment is a strict local maximum of the surface:
every other point of the open unit disc lies lower. -/
theorem straight_top_is_maximum (x y : ℝ) (h0 : 0 < x ^ 2 + y ^ 2) (h1 : x ^ 2 + y ^ 2 < 1) :
    V (x, y) < V (straight (1 / 2)) := by
  have e : V (straight (1 / 2)) = 1 := by norm_num [V, straight]
  rw [e]
  simp only [V]
  nlinarith [mul_pos h0 (sub_pos.2 h1), sq_nonneg x]

/-- The curved path satisfies `x² + 2y² = 1` and stays in the upper half plane. -/
theorem ellipse_upper_half (t : ℝ) (ht : t ∈ Icc (0 : ℝ) 1) :
    (ellipse t).1 ^ 2 + 2 * (ellipse t).2 ^ 2 = 1 ∧ 0 ≤ (ellipse t).2 := by
  have hr : √2 ^ 2 = (2 : ℝ) := Real.sq_sqrt (by norm_num)
  constructor
  · simp only [ellipse]
    linear_combination (Real.sin (π * t) ^ 2 / 2) * hr + Real.sin_sq_add_cos_sq (π * t)
  · exact mul_nonneg (by positivity) (Real.sin_nonneg_of_nonneg_of_le_pi
      (mul_nonneg pi_pos.le ht.1) (mul_le_of_le_one_right pi_pos.le ht.2))

/-- The elliptical path also has no transverse force anywhere, and its barrier is 3/4. -/
theorem ellipse_converged : Converged ellipse ∧ HasBarrier ellipse (3 / 4) := by
  have hr : √2 ^ 2 = (2 : ℝ) := Real.sq_sqrt (by norm_num)
  -- on the ellipse the energy depends on the height y only
  have hV : ∀ t ∈ Icc (0 : ℝ) 1, V (ellipse t) = (ellipse t).2 ^ 4 + (ellipse t).2 ^ 2 := by
    intro t ht
    have h : (ellipse t).1 ^ 2 + (ellipse t).2 ^ 2 - 1 = -(ellipse t).2 ^ 2 := by
      linarith [(ellipse_upper_half t ht).1]
    unfold V
    rw [h]
    ring
  have hm : (1 / 2 : ℝ) ∈ Icc (0 : ℝ) 1 := by constructor <;> norm_num
  refine ⟨?_, ⟨1 / 2, hm, ?_⟩, ?_⟩
  · intro t _
    have hl : HasDerivAt (fun s : ℝ => π * s) π t :=
      ((hasDerivAt_id' t).const_mul π).congr_deriv (mul_one π)
    have hsc := Real.sin_sq_add_cos_sq (π * t)
    refine ⟨π * Real.sin (π * t), √2 / 2 * (π * Real.cos (π * t)),
      hl.cos.fun_neg.congr_deriv (by ring),
      (hl.sin.const_mul (√2 / 2)).congr_deriv (by ring), ?_, ?_⟩
    · have e : (π * Real.sin (π * t)) ^ 2 + (√2 / 2 * (π * Real.cos (π * t))) ^ 2
          = π ^ 2 * (1 + Real.sin (π * t) ^ 2) / 2 := by
        linear_combination (π ^ 2 * Real.cos (π * t) ^ 2 / 4) * hr + (π ^ 2 / 2) * hsc
      rw [e]
      positivity
    · -- the force is parallel to the tangent
      have h : (-Real.cos (π * t)) ^ 2 + (√2 / 2 * Real.sin (π * t)) ^ 2 - 1
          = -Real.sin (π * t) ^ 2 / 2 := by
        linear_combination (Real.sin (π * t) ^ 2 / 4) * hr + hsc
      simp only [force, ellipse]
      linear_combination (4 * Real.cos (π * t) * (√2 / 2 * (π * Real.cos (π * t)))
        + 4 * (√2 / 2 * Real.sin (π * t)) * (π * Real.sin (π * t))) * h
        + (-√2 * π * Real.sin (π * t) ^ 2) * hsc
  · have hy : (ellipse (1 / 2)).2 ^ 2 = 1 / 2 := by
      simp only [ellipse]
      rw [show π * (1 / 2) = π / 2 by ring, Real.sin_pi_div_two]
      linear_combination (1 / 4) * hr
    change V (ellipse (1 / 2)) = 3 / 4
    rw [hV _ hm]
    linear_combination ((ellipse (1 / 2)).2 ^ 2 + 3 / 2) * hy
  · rintro _ ⟨t, ht, rfl⟩
    change V (ellipse t) ≤ 3 / 4
    rw [hV t ht]
    have b : (ellipse t).2 ^ 2 ≤ 1 / 2 := by
      nlinarith [(ellipse_upper_half t ht).1, sq_nonneg (ellipse t).1]
    nlinarith [mul_nonneg (sq_nonneg (ellipse t).2) (sub_nonneg.2 b)]

/-- Every continuous path between the two minima has a barrier of at least 3/4. -/
theorem barrier_lower_bound (γ : ℝ → ℝ × ℝ) (E : ℝ) (hγ : Connects γ) (hE : HasBarrier γ E) :
    3 / 4 ≤ E := by
  obtain ⟨hc, h0, h1⟩ := hγ
  have hf : ContinuousOn (fun t => (γ t).1) (Icc 0 1) := continuous_fst.comp_continuousOn hc
  have hz : (0 : ℝ) ∈ Icc (γ 0).1 (γ 1).1 := by
    rw [h0, h1]
    constructor <;> norm_num
  -- the path has to cross the line x = 0
  obtain ⟨t, ht, hx⟩ := intermediate_value_Icc (zero_le_one : (0 : ℝ) ≤ 1) hf hz
  have hx' : (γ t).1 = 0 := hx
  have hV : 3 / 4 ≤ V (γ t) := by
    unfold V
    rw [hx']
    nlinarith [sq_nonneg ((γ t).2 ^ 2 - 1 / 2)]
  exact hV.trans (hE.2 ⟨t, ht, rfl⟩)

/-- The straight segment and the elliptical path join the same minima and both have zero transverse
force, with barriers 1 and 3/4; no continuous path between these minima has a barrier below 3/4. -/
theorem converged_band_on_wrong_path :
    (Connects straight ∧ Converged straight ∧ HasBarrier straight 1) ∧
    (Connects ellipse ∧ Converged ellipse ∧ HasBarrier ellipse (3 / 4)) ∧
    ∀ γ E, Connects γ → HasBarrier γ E → 3 / 4 ≤ E := by
  have cs : Continuous (fun t : ℝ => ((2 * t - 1, 0) : ℝ × ℝ)) := by fun_prop
  have ce : Continuous (fun t : ℝ =>
      ((-Real.cos (π * t), √2 / 2 * Real.sin (π * t)) : ℝ × ℝ)) := by fun_prop
  exact ⟨⟨⟨cs.continuousOn, by norm_num [straight], by norm_num [straight]⟩, straight_converged⟩,
    ⟨⟨ce.continuousOn, by simp [ellipse], by simp [ellipse]⟩, ellipse_converged⟩,
    barrier_lower_bound⟩

end

end BandOnWrongPath
```

```lean
#print axioms BandOnWrongPath.force_eq_neg_gradient
#print axioms BandOnWrongPath.global_minima
#print axioms BandOnWrongPath.straight_top_is_maximum
#print axioms BandOnWrongPath.converged_band_on_wrong_path
```

```
'BandOnWrongPath.force_eq_neg_gradient' depends on axioms: [propext, Classical.choice, Quot.sound]
'BandOnWrongPath.global_minima' depends on axioms: [propext, Classical.choice, Quot.sound]
'BandOnWrongPath.straight_top_is_maximum' depends on axioms: [propext, Classical.choice, Quot.sound]
'BandOnWrongPath.converged_band_on_wrong_path' depends on axioms: [propext, Classical.choice, Quot.sound]
```

In Lean a path is a function `ℝ → ℝ × ℝ`, of which only the values on `Icc 0 1` matter for `Connects` and `HasBarrier`. `Connects` demands continuity there and the endpoints $(-1,0)$ and $(1,0)$. `HasBarrier γ E` says that $E$ is the greatest energy on the path; since $V=0$ at both ends, $E$ is also the height above the minima. In `Converged`, the tangent is $(u,v)$ and the transverse condition reads $F_xv-F_yu=0$. The derivatives are two-sided even at $t=0$ and $t=1$, so the formulas for the two paths are used slightly beyond the interval.

The force is written out explicitly, and `force_eq_neg_gradient` checks it by the chain rule:

$$F_x=-4x(x^2+y^2-1),\qquad F_y=-4y(x^2+y^2-1)-2y.$$

As a sum of two squares, $V$ is nonnegative. It vanishes only if $y=0$ and $x^2=1$, which gives the two minima in `global_minima`.

**The straight segment.** With $x=2t-1$ and $y=0$, the tangent is $(2,0)$ and $F_y=0$, so there is no transverse force. The energy is

$$V=(x^2-1)^2=16\,[t(1-t)]^2\le 1,$$

because $0\le t(1-t)\le\tfrac14$, with equality at $t=\tfrac12$. This is `straight_converged`.

The top of this path is not a saddle point. Put $s=x^2+y^2$ with $0<s<1$. Since $y^2\le s$,

$$V\le(s-1)^2+s=1-s(1-s)<1=V(0,0).$$

So the origin is a strict local maximum, as `straight_top_is_maximum` states; `nlinarith` receives the positive product $s(1-s)$ and the square $x^2\geq0$. The force on the segment points away from the origin on both sides, but it cannot tell this maximum from a saddle, because the mirror symmetry $y\to-y$ removes its transverse component.

**The ellipse.** The second path is $x=-\cos\pi t$, $y=\sin(\pi t)/\sqrt2$. It satisfies $x^2+2y^2=1$ with $y\ge0$, by `ellipse_upper_half`. Hence $x^2+y^2-1=-y^2$, and the force becomes

$$F=(4xy^2,\,-2x^2y)=2xy\,(2y,-x).$$

The tangent is

$$(u,v)=\left(\pi\sin\pi t,\ \frac{\pi}{\sqrt2}\cos\pi t\right)=\frac{\pi}{\sqrt2}\,(2y,-x),$$

so the two are parallel. The tangent never vanishes, since $u^2+v^2=\pi^2(1+\sin^2\pi t)/2>0$. In `ellipse_converged` the `linear_combination` steps do this algebra from $(\sqrt2)^2=2$ and $\sin^2+\cos^2=1$.

The energy on the ellipse depends on the height alone:

$$V=y^4+y^2\le\tfrac14+\tfrac12=\tfrac34,$$

because $2y^2=1-x^2\le1$. Equality holds at $t=\tfrac12$, where the path passes through $(0,1/\sqrt2)$.

**No path does better.** A continuous path between the minima has $x=-1$ at the start and $x=1$ at the end, so by the intermediate value theorem it crosses $x=0$. There

$$V=(y^2-1)^2+y^2=\left(y^2-\tfrac12\right)^2+\tfrac34\ge\tfrac34.$$

In `barrier_lower_bound`, `intermediate_value_Icc` supplies the crossing and `nlinarith` uses the square. The final theorem, `converged_band_on_wrong_path`, joins this bound to the results for the two paths, so $\tfrac34$ is the lowest possible barrier.

The crossing argument uses only the signs of $x$ at the endpoints. It therefore gives the same bound for any continuous path from a point with $x\le0$ to a point with $x\ge0$.

Continuity is essential to the bound. The path that stays at $(-1,0)$ for $t<1$ and jumps to $(1,0)$ at $t=1$ has the right endpoints and barrier $0$.

For nudged-elastic-band calculations, this two-dimensional model with continuous paths shows that a vanishing transverse force does not certify the lowest barrier: here the straight path overestimates it by a third. Discrete images, spring forces and the optimiser that moves the band are not modelled, so the theorems do not say which path a given calculation would reach.
